# For a barrier V0 sech² x with V0 > 0, the quasinormal mode (cosh x)^a has a purely imaginary frequency exactly when V0 ≤ 1/4

## Barrier, mode and frequency

A wave leaks away on both sides of the Pöschl–Teller barrier V(x) = V0/cosh² x. With time factor exp(−iwt), the equation ∂t²Ψ = ∂x²Ψ − VΨ becomes

−ψ'' + V0 sech² x ψ = Eψ, E = w².

Lengths are in units of the barrier width. For a Schrödinger particle with ħ = 2m = 1, w is the complex wavenumber, not the energy over ħ.

The trial mode is ψ(x) = exp(a log cosh x), with complex a and w = −ia. The logarithm is real, so no branch has to be chosen.

In Lean 4 with Mathlib:

```lean
import Mathlib

open Complex

namespace PoschlTellerQuasinormal

noncomputable section

/-- The Poeschl-Teller potential `V0 sech² x`. -/
def barrier (V0 x : ℝ) : ℝ := V0 / Real.cosh x ^ 2

/-- The function `ψ(x) = exp(a log cosh x)` with complex exponent `a`. -/
def mode (a : ℂ) (x : ℝ) : ℂ := Complex.exp (a * (Real.log (Real.cosh x) : ℂ))

/-- The complex frequency `w = -i a` belonging to the exponent `a`. -/
def frequency (a : ℂ) : ℂ := -I * a
```

`IsStationary` asks for a function φ that is the derivative of ψ everywhere and whose own derivative is (V − E)ψ. It allows complex E and imposes no normalisation or boundary condition.

```lean
/-- `ψ` is twice differentiable and solves `-ψ'' + V0 sech²(x) ψ = E ψ` on the whole line;
`φ` is the first derivative of `ψ`. -/
def IsStationary (V0 : ℝ) (E : ℂ) (ψ : ℝ → ℂ) : Prop :=
  ∃ φ : ℝ → ℂ, (∀ x, HasDerivAt ψ (φ x) x) ∧
    ∀ x, HasDerivAt φ (((barrier V0 x : ℂ) - E) * ψ x) x
```

## The exponent must fit the height: a² − a + V0 = 0

This condition ties the growth of the mode to the barrier height. Differentiating twice, with tanh² x = 1 − sech² x, gives

ψ' = a tanh x ψ
ψ'' = (a sech² x + a² tanh² x)ψ = (a² + (a − a²) sech² x)ψ.

The next two theorems are these lines, obtained from the chain, quotient and product rules.

```lean
/-- The first derivative of the mode is `ψ' = a tanh(x) ψ`. -/
theorem mode_hasDerivAt (a : ℂ) (x : ℝ) :
    HasDerivAt (mode a) (a * (Real.tanh x : ℂ) * mode a x) x := by
  have h : HasDerivAt (fun y : ℝ => Real.log (Real.cosh y)) (Real.sinh x / Real.cosh x) x :=
    (Real.hasDerivAt_cosh x).log (Real.cosh_pos x).ne'
  have h2 := (h.ofReal_comp.const_mul a).cexp
  refine h2.congr_deriv ?_
  rw [Real.tanh_eq_sinh_div_cosh]
  unfold mode
  ring

/-- The second derivative of the mode is `ψ'' = (a² + (a - a²) sech² x) ψ`. -/
theorem mode_hasDerivAt_second (a : ℂ) (x : ℝ) :
    HasDerivAt (fun y : ℝ => a * (Real.tanh y : ℂ) * mode a y)
      ((a ^ 2 + (a - a ^ 2) / (Real.cosh x : ℂ) ^ 2) * mode a x) x := by
  have hne : Real.cosh x ≠ 0 := (Real.cosh_pos x).ne'
  -- the derivative of tanh is sech²
  have htanh : HasDerivAt Real.tanh (1 / Real.cosh x ^ 2) x := by
    have e : Real.tanh = fun y => Real.sinh y / Real.cosh y :=
      funext Real.tanh_eq_sinh_div_cosh
    rw [e]
    refine ((Real.hasDerivAt_sinh x).fun_div (Real.hasDerivAt_cosh x) hne).congr_deriv ?_
    congr 1
    linear_combination Real.cosh_sq x
  have ht : Real.tanh x ^ 2 = 1 - 1 / Real.cosh x ^ 2 := by
    rw [Real.tanh_eq_sinh_div_cosh, div_pow, Real.sinh_sq, sub_div,
      div_self (pow_ne_zero 2 hne)]
  have hc : (Real.tanh x : ℂ) ^ 2 = 1 - 1 / (Real.cosh x : ℂ) ^ 2 := by
    rw [← Complex.ofReal_pow, ht]
    simp only [Complex.ofReal_sub, Complex.ofReal_div, Complex.ofReal_one, Complex.ofReal_pow]
  refine ((htanh.ofReal_comp.const_mul a).fun_mul (mode_hasDerivAt a x)).congr_deriv ?_
  simp only [Complex.ofReal_div, Complex.ofReal_one, Complex.ofReal_pow]
  linear_combination a ^ 2 * mode a x * hc
```

Since ψ has no zeros, it cancels from the wave equation, leaving

a² + E = (a² − a + V0) sech² x for all x.

At x = 0 the right side is a² − a + V0; at x = 1 it is that number times sech² 1 < 1. Both values equal a² + E, so a² − a + V0 = 0 and E = −a². Without the condition, therefore, ψ solves the equation at no energy.

The proof first identifies φ by uniqueness of derivatives, then cancels ψ and compares the same two points. The converse is substitution.

```lean
/-- The function `exp(a log cosh x)` is a stationary solution with energy `E` exactly when
`a² - a + V0 = 0` and `E = -a²`. -/
theorem isStationary_mode_iff (V0 : ℝ) (a E : ℂ) :
    IsStationary V0 E (mode a) ↔ a ^ 2 - a + V0 = 0 ∧ E = -a ^ 2 := by
  constructor
  · rintro ⟨φ, h1, h2⟩
    have hφ : φ = fun y : ℝ => a * (Real.tanh y : ℂ) * mode a y :=
      funext fun y => (h1 y).unique (mode_hasDerivAt a y)
    -- the mode has no zeros, so it can be cancelled from the equation
    have key : ∀ x : ℝ, a ^ 2 + E = (a ^ 2 - a + V0) * (1 / (Real.cosh x : ℂ) ^ 2) := by
      intro x
      have h3 := h2 x
      rw [hφ] at h3
      have hm : mode a x ≠ 0 := Complex.exp_ne_zero _
      have h4 := mul_right_cancel₀ hm (h3.unique (mode_hasDerivAt_second a x))
      simp only [barrier, Complex.ofReal_div, Complex.ofReal_pow] at h4
      linear_combination -h4
    -- compare the points x = 0 and x = 1
    have h0 := key 0
    simp only [Real.cosh_zero, Complex.ofReal_one, one_pow, div_one, mul_one] at h0
    have h5 := key 1
    have hlt : 1 < Real.cosh 1 := Real.one_lt_cosh.2 one_ne_zero
    have hC : (Real.cosh 1 : ℂ) ≠ 0 := Complex.ofReal_ne_zero.2 (Real.cosh_pos 1).ne'
    have hr : Real.cosh 1 ^ 2 - 1 ≠ 0 := by
      have : 0 < Real.cosh 1 ^ 2 - 1 := by nlinarith
      exact this.ne'
    have hne : (Real.cosh 1 : ℂ) ^ 2 - 1 ≠ 0 := by exact_mod_cast hr
    rw [mul_one_div, eq_div_iff (pow_ne_zero 2 hC)] at h5
    have hprod : (a ^ 2 - a + V0) * ((Real.cosh 1 : ℂ) ^ 2 - 1) = 0 := by
      linear_combination h5 - (Real.cosh 1 : ℂ) ^ 2 * h0
    have hz := (mul_eq_zero.1 hprod).resolve_right hne
    exact ⟨hz, by linear_combination h0 + hz⟩
  · rintro ⟨ha, hE⟩
    refine ⟨fun y : ℝ => a * (Real.tanh y : ℂ) * mode a y, mode_hasDerivAt a,
      fun x => (mode_hasDerivAt_second a x).congr_deriv ?_⟩
    rw [hE]
    simp only [barrier, Complex.ofReal_div, Complex.ofReal_pow]
    linear_combination (-(mode a x / (Real.cosh x : ℂ) ^ 2)) * ha
```

This equivalence has no sign restriction, so it also gives a neighbouring result for wells: V0 = −λ(λ+1) with λ > 0 and a = −λ yields the bound state (cosh x)^(−λ) at E = −λ².

## A repulsive barrier: V0 > 0

Because cosh x = e^|x| (1 + e^(−2|x|))/2 and iw = a,

ψ(x) = exp(iw|x|) · ((1 + e^(−2|x|))/2)^a.

This factorisation holds for every a. The first factor is the outgoing wave; the second tends to a constant, with corrections in powers of e^(−2|x|). For V0 > 0 the roots satisfy 0 < Re a < 1, so an incoming admixture, of relative size e^(−2 Re a |x|), would decay more slowly than these corrections and be visible.

```lean
/-- The mode is the wave `exp(i w |x|)` times the factor `((1 + e^(-2|x|))/2)^a`,
written as the exponential of a real logarithm. -/
theorem mode_eq_outgoing (a : ℂ) (x : ℝ) :
    mode a x = Complex.exp (I * frequency a * (|x| : ℝ)) *
      Complex.exp (a * (Real.log ((1 + Real.exp (-(2 * |x|))) / 2) : ℂ)) := by
  have hcosh : Real.cosh x = Real.exp |x| * ((1 + Real.exp (-(2 * |x|))) / 2) := by
    have he : Real.exp (-|x|) = Real.exp |x| * Real.exp (-(2 * |x|)) := by
      rw [← Real.exp_add]
      congr 1
      ring
    rw [← Real.cosh_abs, Real.cosh_eq, he]
    ring
  have hpos : (1 + Real.exp (-(2 * |x|))) / 2 ≠ 0 := by positivity
  have hI : I * frequency a = a := by
    unfold frequency
    linear_combination (-a) * Complex.I_sq
  unfold mode
  rw [hI, hcosh, Real.log_mul (Real.exp_pos _).ne' hpos, Real.log_exp,
    Complex.ofReal_add, mul_add, Complex.exp_add]
```

Write a = p + iq, so that Re w = q and Im w = −p. Real V0 means that the barrier neither absorbs nor amplifies, and the quadratic splits into

p² − q² − p + V0 = 0
q(2p − 1) = 0.

Hence q = 0 or p = 1/2.

```lean
/-- Real and imaginary parts of the condition `a² - a + V0 = 0`. -/
theorem exponent_parts {V0 : ℝ} {a : ℂ} (ha : a ^ 2 - a + V0 = 0) :
    a.re ^ 2 - a.im ^ 2 - a.re + V0 = 0 ∧ (a.im = 0 ∨ a.re = 1 / 2) := by
  have hre := congrArg Complex.re ha
  have him := congrArg Complex.im ha
  simp only [pow_two, Complex.add_re, Complex.sub_re, Complex.mul_re, Complex.ofReal_re,
    Complex.zero_re] at hre
  simp only [pow_two, Complex.add_im, Complex.sub_im, Complex.mul_im, Complex.ofReal_im,
    Complex.zero_im] at him
  refine ⟨by linear_combination hre, ?_⟩
  have h : a.im * (a.re - 1 / 2) = 0 := by linear_combination him / 2
  rcases mul_eq_zero.1 h with h | h
  · exact Or.inl h
  · exact Or.inr (by linarith)
```

Positivity of V0 enters through damping. If q = 0, then p = p² + V0 > 0; otherwise p = 1/2. Either way Im w < 0. Requiring only V0 ≥ 0 is not enough: V0 = 0, a = 0 gives w = 0.

The threshold needs only real V0. If q = 0, then V0 = 1/4 − (p − 1/2)² ≤ 1/4. Conversely, if V0 ≤ 1/4 and p = 1/2, then q² = V0 − 1/4 ≤ 0, so q = 0.

The main theorem collects the wave equation, the factorisation, the damping and the threshold, for either root a. Its proof follows the two cases above.

```lean
/-- For a barrier `V0 > 0` and `a² - a + V0 = 0`, the mode solves the wave equation with energy
`w²`, is `exp(i w |x|)` times `((1 + e^(-2|x|))/2)^a`, and has `Im w < 0`; its frequency `w` is
purely imaginary if and only if `V0 ≤ 1/4`. -/
theorem quasinormal_mode {V0 : ℝ} (hV : 0 < V0) {a : ℂ} (ha : a ^ 2 - a + V0 = 0) :
    IsStationary V0 (frequency a ^ 2) (mode a) ∧
    (∀ x : ℝ, mode a x = Complex.exp (I * frequency a * (|x| : ℝ)) *
      Complex.exp (a * (Real.log ((1 + Real.exp (-(2 * |x|))) / 2) : ℂ))) ∧
    (frequency a).im < 0 ∧ ((frequency a).re = 0 ↔ V0 ≤ 1 / 4) := by
  have hwre : (frequency a).re = a.im := by simp [frequency]
  have hwim : (frequency a).im = -a.re := by simp [frequency]
  obtain ⟨h1, h2⟩ := exponent_parts ha
  refine ⟨(isStationary_mode_iff V0 a _).2 ⟨ha, ?_⟩, mode_eq_outgoing a, ?_, ?_⟩
  · unfold frequency
    linear_combination a ^ 2 * Complex.I_sq
  · rw [hwim]
    rcases h2 with h | h
    · rw [h] at h1
      nlinarith [sq_nonneg a.re]
    · linarith
  · rw [hwre]
    constructor
    · intro h
      rw [h] at h1
      nlinarith [sq_nonneg (a.re - 1 / 2)]
    · intro hle
      rcases h2 with h | h
      · exact h
      · rw [h] at h1
        have hsq : a.im ^ 2 = 0 := le_antisymm (by linarith) (sq_nonneg _)
        exact pow_eq_zero_iff two_ne_zero |>.1 hsq
```

For a Schrödinger particle the time factor is exp(−iEt) with E = w². Above the threshold, the root with Re w > 0 has Im E < 0 and decays in time; the other root gives the complex conjugate ψ and E, and grows in time. At or below the threshold E is real and negative, and the mode is a virtual state. In every case |ψ| grows with |x|, so ψ is not normalisable. The theorem treats this one family of modes, not the higher overtones, and it does not show that a released wave packet rings down at w.

## A barrier at or above the threshold: V0 ≥ 1/4

The mode oscillates as soon as V0 exceeds 1/4; at V0 = 1/4 itself it is only damped. If q = 0, then (p − 1/2)² = 1/4 − V0 ≤ 0, so p = 1/2 in both cases, and

Im w = −1/2, (Re w)² = V0 − 1/4.

For V0 = 5/4, a = 1/2 ± i and w = ±1 − i/2: the amplitude falls as e^(−t/2) while oscillating at unit angular frequency. Below the threshold the formula fails: V0 = 3/16 gives a = 1/4 or 3/4, hence w = −i/4 or −3i/4.

The proof uses the hypothesis only to force p = 1/2 when a is real; the first equation for p and q then gives (Re w)².

```lean
/-- For `V0 ≥ 1/4` and `a² - a + V0 = 0`, the frequency has `Im w = -1/2` and
`(Re w)² = V0 - 1/4`. -/
theorem ringing_frequency {V0 : ℝ} (hV : 1 / 4 ≤ V0) {a : ℂ} (ha : a ^ 2 - a + V0 = 0) :
    (frequency a).im = -(1 / 2) ∧ (frequency a).re ^ 2 = V0 - 1 / 4 := by
  have hwre : (frequency a).re = a.im := by simp [frequency]
  have hwim : (frequency a).im = -a.re := by simp [frequency]
  obtain ⟨h1, h2⟩ := exponent_parts ha
  have hp : a.re = 1 / 2 := by
    rcases h2 with h | h
    · -- a real exponent is possible here only at the double root
      rw [h] at h1
      have hsq : (a.re - 1 / 2) ^ 2 = 0 := le_antisymm (by nlinarith) (sq_nonneg _)
      have := pow_eq_zero_iff two_ne_zero |>.1 hsq
      linarith
    · exact h
  rw [hwre, hwim, hp]
  rw [hp] at h1
  exact ⟨rfl, by linarith⟩

end

end PoschlTellerQuasinormal
```

```lean
#print axioms PoschlTellerQuasinormal.quasinormal_mode
#print axioms PoschlTellerQuasinormal.ringing_frequency
```

```
'PoschlTellerQuasinormal.quasinormal_mode' depends on axioms: [propext, Classical.choice, Quot.sound]
'PoschlTellerQuasinormal.ringing_frequency' depends on axioms: [propext, Classical.choice, Quot.sound]
```
